# Random-sign hopping on N fully connected sites: averaged local moments two to four tend to the semicircle values

## Every three sites form a triangle, so where do the loops go?

A particle hops on N sites, and every pair of sites is connected by an amplitude of size t/√N with a random sign. I am told that for large N the local density of states approaches the semicircle familiar from DMFT on the infinite-coordination Bethe lattice. But the Bethe lattice has no loops, and my model is full of them. Why don't the triangles and squares spoil the moments, and how far off am I at finite N?

## Loops average out, and retraced walks give the moments

A loop that uses some bond an odd number of times has a random sign and averages to zero. Walks that retrace their bonds survive. Through fourth order they give the semicircle moments, with corrections of order 1/N. This is weaker than Wigner's semicircle law, which concerns the whole spectral density.

Let H_ij = t s_ij/√N for i ≠ j, with s_ij = s_ji = ±1 and H_ii = 0. Write ⟨…⟩ for the uniform average over the signs. The factor 1/√N keeps the total squared hopping out of a site finite as the number of neighbours grows. The m-th moment of the local density of states at site i is (H^m)_ii. It sums, over all closed walks of m steps from i, the product of the amplitudes along the walk.

**Second moment.** Each of the N−1 neighbours contributes H_ij² = t²/N, whatever the signs:

(H²)_ii = t²(N−1)/N

**Odd moments.** Reversing all signs turns H into −H, so every odd power changes sign and its average vanishes. A single configuration can still have (H³)_ii ≠ 0: for N = 3 it is ±2t³/(3√3).

**Fourth moment.** Since H is symmetric,

(H⁴)_ii = Σ_k ((H²)_ik)²

The term k = i is t⁴(N−1)²/N². For k ≠ i, expand the square over two intermediate sites j and l:

((H²)_ik)² = Σ_j Σ_l H_ij H_jk H_il H_lk

Terms with j or l equal to i or k are zero. If j ≠ l, the bond ij occurs once, so reversing its sign shows that the term averages to zero. These are the squares. The N−2 terms with j = l each give t⁴/N². With N−1 choices of k,

⟨(H⁴)_ii⟩ = t⁴[(N−1)² + (N−1)(N−2)]/N² = t⁴(N−1)(2N−3)/N²

With x = 1/N, the second and fourth moments are t²(1−x) and t⁴(1−x)(2−3x), which tend to t² and 2t⁴. At N = 100 the fourth moment is 1.9503 t⁴.

**Semicircle.** Now let k be the order of the moment and take t > 0. The density is √(4t²−w²)/(2πt²) for energies w between −2t and 2t. Substituting w = 2t sin θ gives

M_k = (2t)^(k+2)/(2πt²) · ∫ sin^k θ cos² θ dθ, with θ from −π/2 to π/2

Antiderivatives for k = 2, 3, 4 are

θ/8 − sin θ cos θ/8 + sin³θ cos θ/4

cos⁵θ/5 − cos³θ/3

θ/16 − sin θ cos θ/16 − sin³θ cos θ/24 + sin⁵θ cos θ/6

The cosine vanishes at both ends, so the integrals are π/8, 0 and π/16. Hence M_2 = t², M_3 = 0 and M_4 = 2t⁴.

**The same statements in Lean.** A configuration `Signs N` assigns a unit ±1 of ℤ to each unordered pair of sites. Pairs of a site with itself also receive a sign, but `hopping` never uses it, so the average is unaffected. The matrix H is `hopping t σ`, and `𝔼 σ` is the uniform average over configurations. `semicircleMoment t k` is the actual integral over w.

`second_moment` holds for every configuration, `average_odd_moment` for every odd order, and `average_fourth_moment` gives the formula above. All three allow any real t and any N with a site to observe, including N = 1. `moments_tendsto_semicircle` assumes t > 0, so that 2t is the half-bandwidth, and an order from 2 to 4. It sets N = n+1 and lets the observed site `i n` vary with the size. The model is non-interacting, and the theorems say nothing about the fluctuations of the third and fourth moments between configurations.

```lean
import Mathlib

open Filter Topology BigOperators

namespace RandomSignHopping

noncomputable section

/-- A sign configuration: one sign `±1` for every unordered pair of sites. -/
abbrev Signs (N : ℕ) := Sym2 (Fin N) → ℤˣ

/-- The fully connected hopping matrix with amplitude `t s_ij / √N` between different sites
and zero diagonal. -/
def hopping {N : ℕ} (t : ℝ) (σ : Signs N) : Matrix (Fin N) (Fin N) ℝ :=
  Matrix.of fun i j => if i = j then 0 else t * ((σ s(i, j) : ℤ) : ℝ) / Real.sqrt (N : ℝ)

/-- The `k`-th moment of the semicircular density `√(4t² - w²) / (2π t²)` on `[-2t, 2t]`,
for `t > 0`. -/
def semicircleMoment (t : ℝ) (k : ℕ) : ℝ :=
  ∫ w in (-(2 * t))..(2 * t), w ^ k * (Real.sqrt (4 * t ^ 2 - w ^ 2) / (2 * Real.pi * t ^ 2))

/-- The hopping matrix is symmetric. -/
theorem hopping_symm {N : ℕ} (t : ℝ) (σ : Signs N) (i j : Fin N) :
    hopping t σ i j = hopping t σ j i := by
  by_cases h : i = j
  · rw [h]
  · simp only [hopping, Matrix.of_apply, if_neg h, if_neg (Ne.symm h)]
    rw [Sym2.eq_swap]

/-- The squared hopping amplitude between two different sites is `t² / N`, whatever the signs. -/
theorem hopping_mul_self {N : ℕ} (t : ℝ) (σ : Signs N) {i j : Fin N} (h : i ≠ j) :
    hopping t σ i j * hopping t σ i j = t ^ 2 / N := by
  have hs : ((σ s(i, j) : ℤ) : ℝ) * ((σ s(i, j) : ℤ) : ℝ) = 1 := by
    rcases Int.units_eq_one_or (σ s(i, j)) with h | h <;> simp [h]
  have hN : Real.sqrt (N : ℝ) * Real.sqrt (N : ℝ) = N := Real.mul_self_sqrt (Nat.cast_nonneg N)
  simp only [hopping, Matrix.of_apply, if_neg h]
  calc _ = t ^ 2 * (((σ s(i, j) : ℤ) : ℝ) * ((σ s(i, j) : ℤ) : ℝ))
        / (Real.sqrt (N : ℝ) * Real.sqrt (N : ℝ)) := by ring
    _ = _ := by rw [hs, hN, mul_one]

/-- An observable that changes sign when the configuration is multiplied by a fixed sign
pattern `g` has zero average. -/
theorem average_eq_zero_of_flip {N : ℕ} (g : Signs N) (f : Signs N → ℝ)
    (h : ∀ σ, f (g * σ) = -f σ) : 𝔼 σ : Signs N, f σ = 0 := by
  have h1 : 𝔼 σ : Signs N, f (g * σ) = 𝔼 σ : Signs N, f σ :=
    Fintype.expect_equiv (Equiv.mulLeft g) _ _ fun _ => rfl
  simp only [h, Finset.expect_neg_distrib] at h1
  linarith

/-- Every odd diagonal moment of the hopping matrix averages to zero. -/
theorem average_odd_moment {N : ℕ} (t : ℝ) {k : ℕ} (hk : Odd k) (i : Fin N) :
    𝔼 σ : Signs N, (hopping t σ ^ k) i i = 0 := by
  -- reversing all signs turns `H` into `-H`
  apply average_eq_zero_of_flip (fun _ => -1)
  intro σ
  have h : hopping t ((fun _ => -1) * σ) = -hopping t σ := by
    ext a b
    by_cases hab : a = b
    · simp [hopping, hab]
    · simp [hopping, hab, neg_div]
  rw [h, hk.neg_pow, Matrix.neg_apply]

/-- The second diagonal moment is `t² (N - 1) / N` for every sign configuration. -/
theorem second_moment {N : ℕ} (t : ℝ) (σ : Signs N) (i : Fin N) :
    (hopping t σ ^ 2) i i = t ^ 2 * ((N : ℝ) - 1) / N := by
  have h : ∀ j, hopping t σ i j * hopping t σ j i
      = t ^ 2 / N - if j = i then t ^ 2 / (N : ℝ) else 0 := by
    intro j
    by_cases hj : j = i
    · simp [hopping, hj]
    · rw [if_neg hj, sub_zero, hopping_symm t σ j i, hopping_mul_self t σ (Ne.symm hj)]
  rw [pow_two, Matrix.mul_apply, Finset.sum_congr rfl fun j _ => h j]
  simp only [Finset.sum_sub_distrib, Finset.sum_ite_eq', Finset.mem_univ, if_true,
    Finset.sum_const, Finset.card_univ, Fintype.card_fin, nsmul_eq_mul]
  ring

/-- For two different sites, the squared two-step amplitude averages to `t⁴ (N - 2) / N²`. -/
theorem average_two_step_sq {N : ℕ} (t : ℝ) {i k : Fin N} (hik : i ≠ k) :
    𝔼 σ : Signs N, ((hopping t σ ^ 2) i k) ^ 2 = t ^ 4 * ((N : ℝ) - 2) / (N : ℝ) ^ 2 := by
  -- paths through different intermediate sites cancel on reversing the bond `ij`
  have hcross : ∀ j l : Fin N, j ≠ l → 𝔼 σ : Signs N,
      hopping t σ i j * hopping t σ j k * (hopping t σ i l * hopping t σ l k) = 0 := by
    intro j l hjl
    apply average_eq_zero_of_flip (fun e => if e = s(i, j) then -1 else 1)
    intro σ
    by_cases hji : j = i
    · simp [hopping, hji]
    by_cases hli : l = i
    · simp [hopping, hli]
    have hflip : ∀ a b, hopping t ((fun e => if e = s(i, j) then -1 else 1) * σ) a b
        = if s(a, b) = s(i, j) then -hopping t σ a b else hopping t σ a b := by
      intro a b
      generalize s(i, j) = e
      by_cases hab : a = b
      · simp [hopping, hab]
      · by_cases he : s(a, b) = e
        · simp [hopping, hab, he, neg_div]
        · simp [hopping, hab, he]
    have h1 : ¬ s(j, k) = s(i, j) := fun h =>
      (Sym2.eq_iff.1 h).elim (fun h => hji h.1) (fun h => hik h.2.symm)
    have h2 : ¬ s(i, l) = s(i, j) := fun h =>
      (Sym2.eq_iff.1 h).elim (fun h => hjl h.2.symm) (fun h => hli h.2)
    have h3 : ¬ s(l, k) = s(i, j) := fun h =>
      (Sym2.eq_iff.1 h).elim (fun h => hli h.1) (fun h => hjl h.1.symm)
    rw [hflip i j, hflip j k, hflip i l, hflip l k, if_pos rfl, if_neg h1, if_neg h2, if_neg h3]
    ring
  have hterm : ∀ j l : Fin N, 𝔼 σ : Signs N,
      hopping t σ i j * hopping t σ j k * (hopping t σ i l * hopping t σ l k)
      = if j = l then (t ^ 2 / (N : ℝ)) ^ 2 - (if j = i then (t ^ 2 / (N : ℝ)) ^ 2 else 0)
          - (if j = k then (t ^ 2 / (N : ℝ)) ^ 2 else 0) else 0 := by
    intro j l
    by_cases hjl : j = l
    · subst hjl
      rw [if_pos rfl]
      refine (Finset.expect_congr rfl fun σ _ => ?_).trans
        (Finset.expect_const Finset.univ_nonempty _)
      by_cases hji : j = i
      · simp [hopping, hji, hik]
      by_cases hjk : j = k
      · simp [hopping, hjk, hik.symm]
      rw [if_neg hji, if_neg hjk]
      calc _ = (hopping t σ i j * hopping t σ i j) * (hopping t σ j k * hopping t σ j k) := by
            ring
        _ = _ := by
            rw [hopping_mul_self t σ (Ne.symm hji), hopping_mul_self t σ hjk]
            ring
    · rw [if_neg hjl, hcross j l hjl]
  have hexp : ∀ σ : Signs N, ((hopping t σ ^ 2) i k) ^ 2 = ∑ j, ∑ l,
      hopping t σ i j * hopping t σ j k * (hopping t σ i l * hopping t σ l k) := by
    intro σ
    rw [pow_two (hopping t σ), Matrix.mul_apply, pow_two, Finset.sum_mul_sum]
  simp only [hexp, Finset.expect_sum_comm, hterm]
  simp only [Finset.sum_ite_eq, Finset.sum_ite_eq', Finset.mem_univ, if_true,
    Finset.sum_sub_distrib, Finset.sum_const, Finset.card_univ, Fintype.card_fin, nsmul_eq_mul]
  ring

/-- The fourth diagonal moment averages to `t⁴ (N - 1)(2N - 3) / N²`. -/
theorem average_fourth_moment {N : ℕ} (t : ℝ) (i : Fin N) :
    𝔼 σ : Signs N, (hopping t σ ^ 4) i i
      = t ^ 4 * (((N : ℝ) - 1) * (2 * N - 3)) / (N : ℝ) ^ 2 := by
  -- a closed four-step walk is a two-step walk to `k` and back
  have hexp : ∀ σ : Signs N, (hopping t σ ^ 4) i i = ∑ k, ((hopping t σ ^ 2) i k) ^ 2 := by
    intro σ
    rw [show 4 = 2 + 2 from rfl, pow_add, Matrix.mul_apply]
    refine Finset.sum_congr rfl fun k _ => ?_
    have hsymm : (hopping t σ ^ 2) k i = (hopping t σ ^ 2) i k := by
      rw [pow_two, Matrix.mul_apply, Matrix.mul_apply]
      refine Finset.sum_congr rfl fun j _ => ?_
      rw [hopping_symm t σ k j, hopping_symm t σ j i, mul_comm]
    rw [hsymm, ← pow_two]
  have hterm : ∀ k : Fin N, 𝔼 σ : Signs N, ((hopping t σ ^ 2) i k) ^ 2
      = t ^ 4 * ((N : ℝ) - 2) / (N : ℝ) ^ 2 + if k = i then
        (t ^ 2 * ((N : ℝ) - 1) / N) ^ 2 - t ^ 4 * ((N : ℝ) - 2) / (N : ℝ) ^ 2 else 0 := by
    intro k
    by_cases hk : k = i
    · subst hk
      simp only [second_moment, if_true]
      rw [Finset.expect_const Finset.univ_nonempty]
      ring
    · rw [if_neg hk, add_zero, average_two_step_sq t (Ne.symm hk)]
  simp only [hexp, Finset.expect_sum_comm, hterm]
  simp only [Finset.sum_add_distrib, Finset.sum_ite_eq', Finset.mem_univ, if_true,
    Finset.sum_const, Finset.card_univ, Fintype.card_fin, nsmul_eq_mul]
  ring

/-- For `t > 0`, the substitution `w = 2t sin θ` gives the `k`-th semicircle moment from any
antiderivative `F` of `sin^k θ cos² θ`. -/
theorem semicircleMoment_eq {t : ℝ} (ht : 0 < t) (k : ℕ) (F : ℝ → ℝ)
    (hF : ∀ θ, HasDerivAt F (Real.sin θ ^ k * Real.cos θ ^ 2) θ) :
    semicircleMoment t k = (2 * t) ^ (k + 2) / (2 * Real.pi * t ^ 2)
      * (F (Real.pi / 2) - F (-(Real.pi / 2))) := by
  have hsub := intervalIntegral.integral_comp_mul_deriv
    (a := -(Real.pi / 2)) (b := Real.pi / 2)
    (f := fun θ => 2 * t * Real.sin θ) (f' := fun θ => 2 * t * Real.cos θ)
    (g := fun w => w ^ k * (Real.sqrt (4 * t ^ 2 - w ^ 2) / (2 * Real.pi * t ^ 2)))
    (fun θ _ => (Real.hasDerivAt_sin θ).const_mul (2 * t))
    (Continuous.continuousOn (by fun_prop)) (by fun_prop)
  simp only [Real.sin_neg, Real.sin_pi_div_two, mul_neg, mul_one] at hsub
  unfold semicircleMoment
  rw [← hsub, ← intervalIntegral.integral_eq_sub_of_hasDerivAt (fun θ _ => hF θ)
    (Continuous.intervalIntegrable (by fun_prop) _ _), ← intervalIntegral.integral_const_mul]
  apply intervalIntegral.integral_congr
  intro θ hθ
  rw [Set.uIcc_of_le (by linarith [Real.pi_pos])] at hθ
  have hs : Real.sqrt (4 * t ^ 2 - (2 * t * Real.sin θ) ^ 2) = 2 * t * Real.cos θ := by
    rw [show 4 * t ^ 2 - (2 * t * Real.sin θ) ^ 2 = (2 * t * Real.cos θ) ^ 2 by
      linear_combination (-(4 * t ^ 2)) * Real.sin_sq_add_cos_sq θ]
    exact Real.sqrt_sq (mul_nonneg (by positivity) (Real.cos_nonneg_of_mem_Icc hθ))
  simp only [Function.comp_apply, hs]
  rw [mul_pow (2 * t) (Real.sin θ) k, pow_add]
  ring

/-- For `t > 0`, the second, third and fourth moments of the semicircle are `t²`, `0`
and `2t⁴`. -/
theorem semicircle_moments {t : ℝ} (ht : 0 < t) :
    semicircleMoment t 2 = t ^ 2 ∧ semicircleMoment t 3 = 0 ∧
      semicircleMoment t 4 = 2 * t ^ 4 := by
  have hpi := Real.pi_ne_zero
  have ht' := ht.ne'
  have hs := Real.hasDerivAt_sin
  have hc := Real.hasDerivAt_cos
  refine ⟨?_, ?_, ?_⟩
  · rw [semicircleMoment_eq ht 2 (fun θ => θ / 8 - Real.sin θ * Real.cos θ / 8
      + Real.sin θ ^ 3 * Real.cos θ / 4) fun θ => by
        refine ((((hasDerivAt_id' θ).div_const 8).fun_sub
          (((hs θ).fun_mul (hc θ)).div_const 8)).fun_add
          ((((hs θ).fun_pow 3).fun_mul (hc θ)).div_const 4)).congr_deriv ?_
        linear_combination (-(1 / 8 + Real.sin θ ^ 2 / 4)) * Real.sin_sq_add_cos_sq θ]
    simp only [Real.cos_neg, Real.cos_pi_div_two, mul_zero, zero_div, sub_zero, add_zero]
    field_simp
    ring
  · rw [semicircleMoment_eq ht 3 (fun θ => Real.cos θ ^ 5 / 5 - Real.cos θ ^ 3 / 3) fun θ => by
        refine ((((hc θ).fun_pow 5).div_const 5).fun_sub
          (((hc θ).fun_pow 3).div_const 3)).congr_deriv ?_
        linear_combination (-(Real.sin θ * Real.cos θ ^ 2)) * Real.sin_sq_add_cos_sq θ]
    simp
  · rw [semicircleMoment_eq ht 4 (fun θ => θ / 16 - Real.sin θ * Real.cos θ / 16
      - Real.sin θ ^ 3 * Real.cos θ / 24 + Real.sin θ ^ 5 * Real.cos θ / 6) fun θ => by
        refine (((((hasDerivAt_id' θ).div_const 16).fun_sub
          (((hs θ).fun_mul (hc θ)).div_const 16)).fun_sub
          ((((hs θ).fun_pow 3).fun_mul (hc θ)).div_const 24)).fun_add
          ((((hs θ).fun_pow 5).fun_mul (hc θ)).div_const 6)).congr_deriv ?_
        linear_combination (-(1 / 16 + Real.sin θ ^ 2 / 8 + Real.sin θ ^ 4 / 6))
          * Real.sin_sq_add_cos_sq θ]
    simp only [Real.cos_neg, Real.cos_pi_div_two, mul_zero, zero_div, sub_zero, add_zero]
    field_simp
    ring

/-- For `t > 0`, the averaged diagonal moments of order two to four converge to those of the
semicircle as the number of sites grows, whichever site is observed at each size. -/
theorem moments_tendsto_semicircle {t : ℝ} (ht : 0 < t) (i : ∀ n : ℕ, Fin (n + 1))
    {k : ℕ} (h2 : 2 ≤ k) (h4 : k ≤ 4) :
    Tendsto (fun n : ℕ => 𝔼 σ : Signs (n + 1), (hopping t σ ^ k) (i n) (i n)) atTop
      (𝓝 (semicircleMoment t k)) := by
  obtain ⟨m2, m3, m4⟩ := semicircle_moments ht
  have hx : Tendsto (fun n : ℕ => 1 / ((n : ℝ) + 1)) atTop (𝓝 0) :=
    tendsto_one_div_add_atTop_nhds_zero_nat
  have hu : ∀ n : ℕ, ((n : ℝ) + 1) * (1 / ((n : ℝ) + 1)) = 1 := fun n =>
    mul_one_div_cancel (by positivity)
  obtain rfl | rfl | rfl : k = 2 ∨ k = 3 ∨ k = 4 := by omega
  · rw [m2]
    have hc : Continuous fun x : ℝ => t ^ 2 * (1 - x) := by fun_prop
    refine ((hc.tendsto' 0 (t ^ 2) (by ring)).comp hx).congr fun n => ?_
    simp only [second_moment, Function.comp_apply]
    rw [Finset.expect_const Finset.univ_nonempty]
    push_cast
    linear_combination (-t ^ 2) * hu n
  · rw [m3]
    simp only [average_odd_moment t (by decide : Odd 3)]
    exact tendsto_const_nhds
  · rw [m4]
    have hc : Continuous fun x : ℝ => t ^ 4 * ((1 - x) * (2 - 3 * x)) := by fun_prop
    refine ((hc.tendsto' 0 (2 * t ^ 4) (by ring)).comp hx).congr fun n => ?_
    simp only [average_fourth_moment, Function.comp_apply]
    push_cast
    have h := hu n
    generalize (n : ℝ) + 1 = y at h ⊢
    linear_combination (-t ^ 4 * (2 + 2 * (y * (1 / y)) - 5 * (1 / y))) * h

end

end RandomSignHopping
```

```lean
#print axioms RandomSignHopping.moments_tendsto_semicircle
-- 'RandomSignHopping.moments_tendsto_semicircle' depends on axioms: [propext, Classical.choice, Quot.sound]
```

**How the lemmas combine.** `hopping_mul_self` supplies H_ij² = t²/N. `average_eq_zero_of_flip` is the sign-reversal argument: multiplying by a fixed pattern `g` permutes the configurations, so an observable that is odd under it has an average equal to its own negative. `average_odd_moment` applies this with all signs reversed.

In `average_two_step_sq`, `hcross` applies it to the single bond ij. The facts `h1`, `h2` and `h3` confirm that the other three bonds differ from ij. `hterm` then evaluates the j = l terms, and `hexp` is the double sum over j and l. `average_fourth_moment` splits off k = i and adds the rest.

`semicircleMoment_eq` performs the substitution, using cos θ ≥ 0 on the interval to take the square root. In `semicircle_moments`, the `linear_combination` steps check the antiderivatives with sin²θ + cos²θ = 1. The limits of the even moments follow from continuity of the polynomials in x at x = 0, and the third moment is zero at every size.

**In a Green's function calculation.** The moments fix the first coefficients of the continued fraction for the sign-averaged local Green's function at complex energy z:

G(z) = 1/(z − b₁²/(z − b₂²/(z − …)))

The odd moments vanish, so no on-site shifts appear. For N ≥ 2, ordinary algebra beyond the Lean file gives

b₁² = ⟨(H²)_ii⟩ = t²(N−1)/N

b₂² = ⟨(H⁴)_ii⟩/⟨(H²)_ii⟩ − ⟨(H²)_ii⟩ = t²(N−2)/N

Both tend to t². For the non-interacting semicircle every coefficient equals t², and the fraction closes into G = 1/(z − t²G). The term t²G is the hybridisation function used in DMFT on the Bethe lattice.
